# For non-interacting fermions with p levels at −g < 0, q levels at g and mean particle number p, βμ tends to ln(p/q)/2 as T → 0

Consider non-interacting fermions on a spectrum with two energies: p levels at −g and q levels at g, where p, q ≥ 1 and g > 0. Each level is a single-particle state holding at most one particle, so a spin-degenerate orbital counts as two levels. The zero of energy is the middle of the gap. With β the inverse temperature 1/(k_B T) and μ the chemical potential, a level of energy e has the Fermi occupation

f(e) = 1 / (1 + exp(β(e − μ))),

and the total occupation is

N(β, μ) = p f(−g) + q f(g).

This is the mean particle number in the grand-canonical ensemble. It is fixed at p, the number that fills the lower levels exactly at zero temperature. Write L = ln(p/q)/2. The claim is that if μ(β) satisfies N(β, μ(β)) = p for every β > 0, then β μ(β) → L as β → ∞.

## From particle number to a hyperbolic sine

Put z = e^{βμ} and t = e^{−βg}, both positive. Then

f(−g) = 1/(1 + t/z) = z/(z + t),

f(g) = 1/(1 + 1/(tz)) = tz/(1 + tz).

Since f(−g) − 1 = −t/(z + t), the excess of particles over p is

N − p = −pt/(z + t) + qtz/(1 + tz)

= t [qz(z + t) − p(1 + tz)] / ((z + t)(1 + tz))

= tz / ((z + t)(1 + tz)) · [qz − p/z − (p − q)t].

The prefactor is positive, so N = p holds exactly when the bracket vanishes:

q e^{βμ} − p e^{−βμ} = (p − q) e^{−βg}.

The two exponentials on the left have different weights, and a shift by L equalises them. Because e^L = √(p/q), we have q e^L = p e^{−L} = √(pq), and for every real x

q e^x − p e^{−x} = √(pq) (e^{x−L} − e^{−(x−L)}) = 2√(pq) sinh(x − L).

With x = βμ the condition N = p becomes

sinh(βμ − L) = (p − q)/(2√(pq)) · e^{−βg}.

The hyperbolic sine is a bijection of the real line, so for each β > 0 there is exactly one solution:

μ = [L + arsinh((p − q)/(2√(pq)) · e^{−βg})] / β.

Since |u| ≤ |sinh u| for real u,

|βμ − L| ≤ |p − q|/(2√(pq)) · e^{−βg}.

The right side tends to zero because g > 0, and the claim follows. Dividing by β then gives μ(β) → 0, the middle of the gap; this last step is left to the reader and is not among the theorems below.

For a chemical potential search at finite temperature, this non-interacting two-energy model gives L/β as a low-temperature estimate of μ, measured from mid-gap. When p and q differ, this offset falls off only as 1/β, although βμ itself converges exponentially. Taking μ = 0 instead gives N − p = −(p − q) e^{−βg}/(1 + e^{−βg}), an error in the particle number that is exponentially small at low temperature but can be substantial when k_B T is comparable to g.

## Four levels below the gap and one above

Take p = 4 and q = 1, so L = ln 2 ≈ 0.693 and √(pq) = 2. Choose the temperature with e^{−βg} = 0.3, that is βg ≈ 1.204. The balance equation is

z − 4/z = 3 · 0.3 = 0.9,

with positive solution z = 2.5. The occupations confirm it:

4 · 2.5/2.8 + 0.75/1.75 ≈ 3.571 + 0.429 = 4.

Hence βμ = ln 2.5 ≈ 0.916 and μ ≈ 0.76 g, far from mid-gap. The deviation βμ − L = ln 1.25 ≈ 0.2231 lies just under the bound 0.75 · 0.3 = 0.225. At βg = 10 the deviation is about 3 × 10⁻⁵, and μ ≈ 0.069 g.

## The spectrum and its occupation in Lean

The limit is expressed with Mathlib's filters, whose notation is opened first.

```lean
import Mathlib

open Filter Topology

namespace TwoLevelChemicalPotential

noncomputable section
```

The Fermi function takes β, μ and the level energy as real numbers, in that order.

```lean
/-- Fermi occupation of a level of energy `e` at inverse temperature `β` and chemical
potential `μ`. -/
def fermi (β μ e : ℝ) : ℝ := 1 / (1 + Real.exp (β * (e - μ)))
```

The levels are indexed by the disjoint union `Fin p ⊕ Fin q`. The left part carries energy −g and the right part g, so degeneracy is represented by separate levels with equal energies.

```lean
/-- The spectrum: `p` levels at energy `-g` and `q` levels at energy `g`. -/
def level (p q : ℕ) (g : ℝ) : Fin p ⊕ Fin q → ℝ :=
  Sum.elim (fun _ => -g) (fun _ => g)
```

The total occupation is a sum over individual levels, as it would be for any finite spectrum.

```lean
/-- Total Fermi occupation of the spectrum. -/
def totalOccupation (p q : ℕ) (g β μ : ℝ) : ℝ :=
  ∑ i, fermi β μ (level p q g i)
```

The number L of the derivation is `halfLogRatio p q`. The quotient is taken in the real numbers, not in the integers.

```lean
/-- Half the logarithm of the ratio of the two degeneracies. -/
def halfLogRatio (p q : ℕ) : ℝ := Real.log ((p : ℝ) / q) / 2
```

## Particle number as a balance equation

The first theorem states that N = p is equivalent to the balance equation. It needs no sign condition on g or β and allows p or q to be zero.

In the proof, `hsum` collects the sum over levels into two terms. The identity `key` is the factorisation of N − p above, for arbitrary positive z and t. The equations `e1` and `e2` express the exponentials in the two Fermi functions through z = e^{βμ} and t = e^{−βg}, and `hpos` records that the prefactor is nonzero. Each direction of the equivalence then follows from the factorised form: the product vanishes exactly when the bracket does.

```lean
/-- The total occupation equals `p` exactly when the chemical potential solves a balance
equation between the exponentials of `βμ` and `-βμ`. -/
theorem occupation_eq_iff_balance (p q : ℕ) (g β μ : ℝ) :
    totalOccupation p q g β μ = p ↔
      (q : ℝ) * Real.exp (β * μ) - p * Real.exp (-(β * μ))
        = ((p : ℝ) - q) * Real.exp (-(β * g)) := by
  have hsum : totalOccupation p q g β μ = p * fermi β μ (-g) + q * fermi β μ g := by
    simp [totalOccupation, level, Fintype.sum_sum_type]
  -- the excess occupation is a positive factor times the defect of the balance equation
  have key : ∀ z t : ℝ, 0 < z → 0 < t →
      (p : ℝ) * (1 / (1 + t / z)) + q * (1 / (1 + (t * z)⁻¹)) - p
        = t * z / ((z + t) * (1 + t * z)) * (q * z - p * z⁻¹ - ((p : ℝ) - q) * t) := by
    intro z t hz ht
    have htz : 0 < t * z := mul_pos ht hz
    have a : 1 + t / z = (z + t) / z := by rw [add_div, div_self hz.ne']
    have b : 1 + (t * z)⁻¹ = (1 + t * z) / (t * z) := by
      rw [add_div, div_self htz.ne', one_div, add_comm]
    have h1 : z + t ≠ 0 := by positivity
    have h2 : 1 + t * z ≠ 0 := by positivity
    rw [a, b, one_div_div, one_div_div]
    field_simp
    ring
  have e1 : Real.exp (β * (-g - μ)) = Real.exp (-(β * g)) / Real.exp (β * μ) := by
    rw [← Real.exp_sub]
    congr 1
    ring
  have e2 : Real.exp (β * (g - μ)) = (Real.exp (-(β * g)) * Real.exp (β * μ))⁻¹ := by
    rw [← Real.exp_add, ← Real.exp_neg]
    congr 1
    ring
  have hk := key _ _ (Real.exp_pos (β * μ)) (Real.exp_pos (-(β * g)))
  have hpos : Real.exp (-(β * g)) * Real.exp (β * μ) /
      ((Real.exp (β * μ) + Real.exp (-(β * g))) *
        (1 + Real.exp (-(β * g)) * Real.exp (β * μ))) ≠ 0 := by positivity
  rw [hsum, fermi, fermi, e1, e2, Real.exp_neg (β * μ)]
  constructor
  · intro h
    rw [h, sub_self] at hk
    exact sub_eq_zero.1 ((mul_eq_zero.1 hk.symm).resolve_left hpos)
  · intro h
    rw [sub_eq_zero.2 h, mul_zero] at hk
    exact sub_eq_zero.1 hk
```

## The shift by half the logarithm

The next theorem is the identity for 2√(pq) sinh(x − L). Both degeneracies must now be positive, which is the content of `hp` and `hq`. The steps `hr` and `hr'` are the two expressions q e^L and p e^{−L} for √(pq), while `e1` and `e2` split e^x and e^{−x} at L. The final `linear_combination` adds these four equations with suitable factors.

```lean
/-- Measured from half the logarithm of the degeneracy ratio, the two weighted exponentials
combine into a single hyperbolic sine. -/
theorem balance_eq_sinh {p q : ℕ} (hp : 0 < p) (hq : 0 < q) (x : ℝ) :
    2 * √((p : ℝ) * q) * Real.sinh (x - halfLogRatio p q)
      = q * Real.exp x - p * Real.exp (-x) := by
  have hp' : (0 : ℝ) < p := by exact_mod_cast hp
  have hq' : (0 : ℝ) < q := by exact_mod_cast hq
  set L := halfLogRatio p q with hL
  have hE : Real.exp L * Real.exp L = (p : ℝ) / q := by
    rw [← Real.exp_add, hL, halfLogRatio, add_halves, Real.exp_log (div_pos hp' hq')]
  have hpE : (p : ℝ) = q * (Real.exp L * Real.exp L) := by
    rw [hE]
    field_simp
  -- the shift makes both prefactors equal to the geometric mean of the degeneracies
  have hr : √((p : ℝ) * q) = q * Real.exp L := by
    have hs : (p : ℝ) * q = (q * Real.exp L) ^ 2 := by
      linear_combination (q : ℝ) * hpE
    rw [hs, Real.sqrt_sq (by positivity)]
  have hr' : √((p : ℝ) * q) = p * Real.exp (-L) := by
    rw [hr, Real.exp_neg, eq_mul_inv_iff_mul_eq₀ (Real.exp_pos L).ne']
    linarith
  have e1 : Real.exp x = Real.exp L * Real.exp (x - L) := by
    rw [← Real.exp_add]
    congr 1
    ring
  have e2 : Real.exp (-x) = Real.exp (-L) * Real.exp (-(x - L)) := by
    rw [← Real.exp_add]
    congr 1
    ring
  rw [Real.sinh_eq]
  linear_combination Real.exp (x - L) * hr - Real.exp (-(x - L)) * hr'
    - (q : ℝ) * e1 + (p : ℝ) * e2
```

Combining the two results and dividing by 2√(pq) gives the condition on the hyperbolic sine.

```lean
/-- The total occupation equals `p` exactly when the hyperbolic sine of the shifted `βμ` is
a degeneracy factor times `exp (-βg)`. -/
theorem occupation_eq_iff_sinh {p q : ℕ} (hp : 0 < p) (hq : 0 < q) (g β μ : ℝ) :
    totalOccupation p q g β μ = p ↔
      Real.sinh (β * μ - halfLogRatio p q)
        = ((p : ℝ) - q) / (2 * √((p : ℝ) * q)) * Real.exp (-(β * g)) := by
  have hp' : (0 : ℝ) < p := by exact_mod_cast hp
  have hq' : (0 : ℝ) < q := by exact_mod_cast hq
  have hr : 2 * √((p : ℝ) * q) ≠ 0 := by positivity
  rw [occupation_eq_iff_balance, ← balance_eq_sinh hp hq, div_mul_eq_mul_div,
    eq_div_iff hr, mul_comm (Real.sinh _)]
```

## The exact chemical potential at finite temperature

For β > 0 the condition can be solved for μ. The theorem is an equivalence, so it contains both halves of the statement that there is exactly one solution: the displayed value gives occupation p, and any μ with occupation p equals that value. In particular, a function μ(β) of the kind assumed in the limit theorem does exist. The proof uses that `Real.arsinh` inverts `Real.sinh` on both sides.

```lean
/-- At each positive inverse temperature exactly one chemical potential gives total
occupation `p`, and it has a closed form. -/
theorem occupation_eq_iff_closed_form {p q : ℕ} (hp : 0 < p) (hq : 0 < q) (g μ : ℝ)
    {β : ℝ} (hβ : 0 < β) :
    totalOccupation p q g β μ = p ↔
      μ = (halfLogRatio p q + Real.arsinh
        (((p : ℝ) - q) / (2 * √((p : ℝ) * q)) * Real.exp (-(β * g)))) / β := by
  rw [occupation_eq_iff_sinh hp hq, eq_div_iff hβ.ne']
  constructor
  · intro h
    rw [← h, Real.arsinh_sinh]
    ring
  · intro h
    have hu : β * μ - halfLogRatio p q = Real.arsinh
        (((p : ℝ) - q) / (2 * √((p : ℝ) * q)) * Real.exp (-(β * g))) := by
      linarith
    rw [hu, Real.sinh_arsinh]
```

## The exponential bound and the zero-temperature limit

The bound on |βμ − L| is stated for any single β and μ with total occupation p. The auxiliary statement `hu` is |u| ≤ |sinh u|, proved separately for u ≥ 0 and u ≤ 0. The `calc` block applies it to u = βμ − L and inserts the value of the hyperbolic sine.

```lean
/-- If the total occupation is `p`, then `βμ` differs from half the logarithm of the
degeneracy ratio by at most a constant times `exp (-βg)`. -/
theorem abs_sub_halfLogRatio_le {p q : ℕ} (hp : 0 < p) (hq : 0 < q) {g β μ : ℝ}
    (h : totalOccupation p q g β μ = p) :
    |β * μ - halfLogRatio p q|
      ≤ |(p : ℝ) - q| / (2 * √((p : ℝ) * q)) * Real.exp (-(β * g)) := by
  have hs := (occupation_eq_iff_sinh hp hq g β μ).1 h
  -- the hyperbolic sine is at least as large in modulus as its argument
  have hu : ∀ u : ℝ, |u| ≤ |Real.sinh u| := by
    intro u
    rcases le_total 0 u with h0 | h0
    · rw [abs_of_nonneg h0]
      exact (Real.self_le_sinh_iff.2 h0).trans (le_abs_self _)
    · rw [abs_of_nonpos h0]
      exact (neg_le_neg (Real.sinh_le_self_iff.2 h0)).trans (neg_le_abs _)
  have hr : 0 ≤ 2 * √((p : ℝ) * q) := by positivity
  calc |β * μ - halfLogRatio p q| ≤ |Real.sinh (β * μ - halfLogRatio p q)| := hu _
    _ = |(p : ℝ) - q| / (2 * √((p : ℝ) * q)) * Real.exp (-(β * g)) := by
      rw [hs, abs_mul, abs_div, abs_of_nonneg hr, abs_of_pos (Real.exp_pos _)]
```

In the limit theorem the chemical potential is a function `μ : ℝ → ℝ`, and `hμ` requires total occupation p at every positive β. Nothing is assumed about its continuity or about its values at β ≤ 0. The expression `Tendsto ... atTop (𝓝 ...)` says that β μ(β) converges to ln(p/q)/2 as β → ∞.

Here `hg` enters for the first time: `hexp` uses g > 0 to show e^{−βg} → 0. Without a gap the conclusion can fail, since at g = 0 all levels coincide and βμ = ln(p/q) at every temperature. The rest is the squeeze: the distance from the limit is nonnegative, and for all β > 0 it is at most the bound just proved.

```lean
/-- If `μ β` gives total occupation `p` at every positive inverse temperature, then `β μ(β)`
tends to `ln(p/q)/2` in the zero-temperature limit. -/
theorem tendsto_beta_mul_chemicalPotential {p q : ℕ} (hp : 0 < p) (hq : 0 < q) {g : ℝ}
    (hg : 0 < g) (μ : ℝ → ℝ) (hμ : ∀ β, 0 < β → totalOccupation p q g β (μ β) = p) :
    Tendsto (fun β => β * μ β) atTop (𝓝 (Real.log ((p : ℝ) / q) / 2)) := by
  have hexp : Tendsto (fun β : ℝ => Real.exp (-(β * g))) atTop (𝓝 0) :=
    Real.tendsto_exp_neg_atTop_nhds_zero.comp (tendsto_id.atTop_mul_const hg)
  have hlim := hexp.const_mul (|(p : ℝ) - q| / (2 * √((p : ℝ) * q)))
  rw [mul_zero] at hlim
  -- squeeze the deviation between zero and the exponential bound
  refine tendsto_iff_norm_sub_tendsto_zero.2
    (squeeze_zero' (Eventually.of_forall fun _ => norm_nonneg _) ?_ hlim)
  filter_upwards [eventually_gt_atTop (0 : ℝ)] with β hβ
  exact abs_sub_halfLogRatio_le hp hq (hμ β hβ)
```

## When mid-gap is exact

The last theorem asks when μ = 0 gives the right particle number at a given temperature. Setting μ = 0 in the balance equation gives q − p = (p − q) e^{−βg}, or

(p − q)(1 + e^{−βg}) = 0.

The second factor is positive, so p = q is necessary and sufficient. For equal degeneracies the mid-gap value is thus correct at every positive temperature; for unequal ones it is correct at no positive temperature.

```lean
/-- The chemical potential midway between the two energies gives total occupation `p`
exactly when the two degeneracies are equal. -/
theorem occupation_midgap_iff (p q : ℕ) (g β : ℝ) :
    totalOccupation p q g β 0 = p ↔ p = q := by
  rw [occupation_eq_iff_balance, mul_zero, neg_zero, Real.exp_zero]
  constructor
  · intro h
    have hprod : ((p : ℝ) - q) * (1 + Real.exp (-(β * g))) = 0 := by linarith
    have hne : 1 + Real.exp (-(β * g)) ≠ 0 := by positivity
    exact_mod_cast sub_eq_zero.1 ((mul_eq_zero.1 hprod).resolve_right hne)
  · intro h
    rw [h]
    ring

end

end TwoLevelChemicalPotential
```

```lean
#print axioms TwoLevelChemicalPotential.occupation_eq_iff_closed_form
#print axioms TwoLevelChemicalPotential.tendsto_beta_mul_chemicalPotential
#print axioms TwoLevelChemicalPotential.occupation_midgap_iff
```

```
'TwoLevelChemicalPotential.occupation_eq_iff_closed_form' depends on axioms: [propext, Classical.choice, Quot.sound]
'TwoLevelChemicalPotential.tendsto_beta_mul_chemicalPotential' depends on axioms: [propext, Classical.choice, Quot.sound]
'TwoLevelChemicalPotential.occupation_midgap_iff' depends on axioms: [propext, Classical.choice, Quot.sound]
```
